# Rows within r hops of a site fix the local moments of a finite Hermitian matrix up to order 2r+2

Take two sites, 0 and 1, joined by a hopping element of size 1, with both on-site energies zero. Call this matrix H. Let H' be the same matrix with a real on-site energy ε on site 1. Row 0 is the same in both, and only row 1 differs. The diagonal elements of the powers at site 0 are sums over closed paths that start and end there:

(H^1)_00 = 0 and (H'^1)_00 = 0

(H^2)_00 = 1 and (H'^2)_00 = H'_01 H'_10 = 1

(H^3)_00 = 0 and (H'^3)_00 = H'_01 H'_11 H'_10 = ε

A path of two steps can reach site 1 and return, but it has no step left to sample the energy there. The third step does that. So agreement on row 0 alone, which is the case r = 0, fixes the moments up to order 2, and order 3 can change. For general r the corresponding orders are 2r+2 and 2r+3.

## Sites, hops and agreement

Let H be a complex matrix whose rows and columns are labelled by a finite set ι of sites, or equally of orbitals in an orthonormal basis. If H is Hermitian with an orthonormal basis of eigenvectors |α⟩ and energies E_α, its local moment of order n at site i is

(H^n)_ii = Σ_α |⟨i|α⟩|² E_α^n,

which is the n-th energy moment of the local density of states at i. The code works with the left-hand side only and defines no density of states.

In Lean 4 with Mathlib:

```lean
import Mathlib

open Matrix

namespace LocalMoments

variable {ι : Type*} [Fintype ι] [DecidableEq ι]
```

Two distinct sites j and k are neighbours when H has a nonzero element between them. `SimpleGraph.fromRel` accepts a nonzero element in either direction, which for Hermitian H is the same condition. On-site energies create no edges.

```lean
/-- The hopping graph of `H`: two distinct sites are joined when `H` has a nonzero matrix
element between them. -/
def hoppingGraph (H : Matrix ι ι ℂ) : SimpleGraph ι :=
  SimpleGraph.fromRel fun j k => H j k ≠ 0
```

Site j is within r hops of i when some walk from i to j has length at most r. Site i itself is always included.

```lean
/-- Site `j` can be reached from site `i` by at most `r` hops of `H`. -/
def WithinHops (H : Matrix ι ι ℂ) (i : ι) (r : ℕ) (j : ι) : Prop :=
  ∃ p : (hoppingGraph H).Walk i j, p.length ≤ r
```

The hypothesis on a second matrix H' is that H_jk = H'_jk for every j within r hops of i and for every k. Distances are measured in the graph of H. Whole rows must agree, so the bonds leading from the r-th shell to the next one are included, while on-site energies in that next shell are free.

```lean
/-- `H` and `H'` have the same row at every site within `r` hops (of `H`) of site `i`. -/
def AgreesWithin (H H' : Matrix ι ι ℂ) (i : ι) (r : ℕ) : Prop :=
  ∀ j, WithinHops H i r j → ∀ k, H j k = H' j k
```

## A power of H reaches no further than its exponent

The first step is that (H^m)_ik ≠ 0 forces k to lie within m hops of i. For m = 0 the matrix is the identity, so k = i. For the next power, write

(H^(m+1))_ik = Σ_j (H^m)_ij H_jk.

If the sum is nonzero, some term is nonzero. For that j, the induction hypothesis gives a walk from i to j of length at most m, and H_jk ≠ 0. Either j = k, and the same walk serves, or j and k are neighbours, and one more hop completes a walk of length at most m+1. The proof makes the same case distinction and extends the walk with `p.concat hadj`.

```lean
/-- If the matrix element of `H ^ m` between `i` and `k` is nonzero, then `k` lies within
`m` hops of `i`. -/
theorem withinHops_of_pow_ne_zero (H : Matrix ι ι ℂ) (i : ι) (m : ℕ) :
    ∀ k, (H ^ m) i k ≠ 0 → WithinHops H i m k := by
  induction m with
  | zero =>
    intro k hk
    have e : i = k := by
      by_contra h
      exact hk (by rw [pow_zero, Matrix.one_apply_ne h])
    subst e
    exact ⟨SimpleGraph.Walk.nil, by simp⟩
  | succ m ih =>
    intro k hk
    rw [pow_succ, Matrix.mul_apply] at hk
    -- some intermediate site j carries a nonzero contribution
    obtain ⟨j, _, hj⟩ := Finset.exists_ne_zero_of_sum_ne_zero hk
    obtain ⟨p, hp⟩ := ih j (left_ne_zero_of_mul hj)
    by_cases e : j = k
    · subst e
      exact ⟨p, by omega⟩
    · have hadj : (hoppingGraph H).Adj j k := by
        unfold hoppingGraph
        rw [SimpleGraph.fromRel_adj]
        exact ⟨e, Or.inl (right_ne_zero_of_mul hj)⟩
      exact ⟨p.concat hadj, by rw [SimpleGraph.Walk.length_concat]; omega⟩
```

## Row i of the powers agrees up to order r+1

Now suppose that H and H' agree within r hops of i. The claim is that (H^m)_ik = (H'^m)_ik for all k and all m ≤ r+1. It holds for m = 0. If it holds for m, and m+1 ≤ r+1, then

(H'^(m+1))_ik = Σ_j (H'^m)_ij H'_jk = Σ_j (H^m)_ij H'_jk.

Where (H^m)_ij = 0, the term vanishes whichever matrix supplies the last factor. Where it is nonzero, j lies within m ≤ r hops of i, so H'_jk = H_jk. The sum is therefore (H^(m+1))_ik. Hermiticity has not been used so far.

```lean
/-- If `H` and `H'` agree within `r` hops of `i`, then row `i` of their `m`-th powers
coincides for every `m ≤ r + 1`. -/
theorem pow_row_eq {H H' : Matrix ι ι ℂ} {i : ι} {r : ℕ} (hA : AgreesWithin H H' i r)
    (m : ℕ) : m ≤ r + 1 → ∀ k, (H ^ m) i k = (H' ^ m) i k := by
  induction m with
  | zero => intro _ k; rw [pow_zero, pow_zero]
  | succ m ih =>
    intro hm k
    rw [pow_succ, pow_succ, Matrix.mul_apply, Matrix.mul_apply]
    refine Finset.sum_congr rfl fun j _ => ?_
    rw [← ih (by omega) j]
    by_cases h0 : (H ^ m) i j = 0
    · rw [h0, zero_mul, zero_mul]
    · -- the last factor is probed only on rows where the matrices agree
      obtain ⟨p, hp⟩ := withinHops_of_pow_ne_zero H i m j h0
      rw [hA j ⟨p, by omega⟩ k]
```

## Joining an outgoing and a returning half

Hermiticity turns knowledge of row i into knowledge of column i. Every power of a Hermitian matrix is Hermitian, so

(H^m)_ji = conj((H^m)_ij).

```lean
/-- Powers of a Hermitian matrix have conjugate-symmetric matrix elements. -/
theorem pow_apply_star {H : Matrix ι ι ℂ} (hH : H.IsHermitian) (m : ℕ) (j i : ι) :
    (H ^ m) j i = star ((H ^ m) i j) := by
  have e : (H ^ m)ᴴ = H ^ m := by rw [Matrix.conjTranspose_pow, hH.eq]
  rw [← Matrix.conjTranspose_apply, e]
```

Let n ≤ 2r+2, and split it as n = a + b with a, b ≤ r+1. The code takes a to be n/2 rounded down. Then

(H^n)_ii = Σ_j (H^a)_ij (H^b)_ji = Σ_j (H^a)_ij conj((H^b)_ij).

Both factors involve only row i of powers no higher than r+1, and these are the same for H'. Hence (H^n)_ii = (H'^n)_ii. In `moment_local`, `hH` and `hH'` state that the two matrices are Hermitian, `hA` is the agreement within r hops, and `hn` is the bound on n.

```lean
/-- Locality of moments: if two Hermitian matrices agree on all rows within `r` hops of
site `i`, their local moments at `i` coincide up to order `2 r + 2`. -/
theorem moment_local {H H' : Matrix ι ι ℂ} (hH : H.IsHermitian) (hH' : H'.IsHermitian)
    {i : ι} {r : ℕ} (hA : AgreesWithin H H' i r) {n : ℕ} (hn : n ≤ 2 * r + 2) :
    (H ^ n) i i = (H' ^ n) i i := by
  -- split the closed path into an outgoing and a returning half
  obtain ⟨a, b, ha, hb, rfl⟩ : ∃ a b, a ≤ r + 1 ∧ b ≤ r + 1 ∧ n = a + b :=
    ⟨n / 2, n - n / 2, by omega, by omega, by omega⟩
  rw [pow_add H a b, pow_add H' a b, Matrix.mul_apply, Matrix.mul_apply]
  refine Finset.sum_congr rfl fun j _ => ?_
  rw [pow_apply_star hH b j i, pow_apply_star hH' b j i, pow_row_eq hA a ha j,
    pow_row_eq hA b hb j]
```

## Polynomials of the Hamiltonian

A polynomial p(x) = Σ_n c_n x^n with complex coefficients gives

p(H)_ii = Σ_n c_n (H^n)_ii,

so p(H)_ii = p(H')_ii whenever the degree is at most 2r+2. `Polynomial.aeval H p` is p(H), and the proof applies the moment result term by term.

For a non-interacting tight-binding model on a finite site set, this gives a sufficient condition for a cluster to reproduce the coefficients of a polynomial expansion of the local density of states: coefficients up to degree 2r+2 are unaffected by changes that leave the rows within r hops intact. Both matrices are labelled by the same site set, so a smaller cluster is first padded with decoupled sites, which do not affect the moments at i. The polynomial must be the same for both matrices, including any rescaling of the energy axis. The result compares such coefficients exactly, but it gives no error bound for the density at a particular energy.

```lean
/-- If two Hermitian matrices agree on all rows within `r` hops (of the first matrix) of site `i`,
then the diagonal elements at site `i` of any polynomial of degree at most `2 r + 2` in the two
matrices coincide. -/
theorem polynomial_local {H H' : Matrix ι ι ℂ} (hH : H.IsHermitian) (hH' : H'.IsHermitian)
    {i : ι} {r : ℕ} (hA : AgreesWithin H H' i r) (p : Polynomial ℂ)
    (hp : p.natDegree ≤ 2 * r + 2) :
    (Polynomial.aeval H p) i i = (Polynomial.aeval H' p) i i := by
  rw [Polynomial.aeval_eq_sum_range, Polynomial.aeval_eq_sum_range, Matrix.sum_apply,
    Matrix.sum_apply]
  refine Finset.sum_congr rfl fun n hn => ?_
  have hn' := Finset.mem_range.1 hn
  rw [Matrix.smul_apply, Matrix.smul_apply, moment_local hH hH' hA (by omega)]
```

## The first moment that can change

At order 2r+3 there is one factor too many for the two halves to absorb:

H'^(2r+3) = H'^(r+1) H' H'^(r+1).

In the diagonal element at i, the left factor enters through its row i and the right factor through its column i. Both can be replaced by those of H^(r+1). Only the middle factor still distinguishes the matrices, and subtracting the same expression for H gives

(H'^(2r+3))_ii − (H^(2r+3))_ii = (H^(r+1) (H' − H) H^(r+1))_ii.

This is exact and not a first-order expansion: H' − H may be large. In the proof, `row` and `col` are the two replacements, and `key` carries them out inside the triple product.

```lean
/-- If two Hermitian matrices `H` and `H'` agree on all rows within `r` hops (of `H`) of site `i`,
then the change from `H` to `H'` of the moment of order `2 r + 3` at `i` is the diagonal element at
`i` of the difference `H' - H` placed between two factors `H ^ (r + 1)`. -/
theorem first_deviation {H H' : Matrix ι ι ℂ} (hH : H.IsHermitian) (hH' : H'.IsHermitian)
    {i : ι} {r : ℕ} (hA : AgreesWithin H H' i r) :
    (H' ^ (2 * r + 3)) i i - (H ^ (2 * r + 3)) i i =
      (H ^ (r + 1) * (H' - H) * H ^ (r + 1)) i i := by
  have split : ∀ A : Matrix ι ι ℂ, A ^ (2 * r + 3) = A ^ (r + 1) * A * A ^ (r + 1) := by
    intro A
    rw [← pow_succ A (r + 1), ← pow_add]
    congr 1
    omega
  have row : ∀ k, (H' ^ (r + 1)) i k = (H ^ (r + 1)) i k :=
    fun k => (pow_row_eq hA (r + 1) le_rfl k).symm
  have col : ∀ k, (H' ^ (r + 1)) k i = (H ^ (r + 1)) k i := fun k => by
    rw [pow_apply_star hH' (r + 1) k i, pow_apply_star hH (r + 1) k i, row k]
  -- only the middle factor still distinguishes the two matrices
  have key : (H' ^ (r + 1) * H' * H' ^ (r + 1)) i i =
      (H ^ (r + 1) * H' * H ^ (r + 1)) i i := by
    simp only [Matrix.mul_apply, row, col]
  rw [split H', split H, key, Matrix.mul_sub, Matrix.sub_mul, Matrix.sub_apply]
```

## A chain on which the next moment does change

To see that 2r+2 is the best possible bound for every r, extend the two-site example to an open chain with sites 0, 1, …, r+1. Let C be its matrix, with C_jk = 1 when j and k are adjacent and 0 otherwise. Energies are thus measured in units of the hopping.

```lean
/-- The open chain of `r + 2` sites with unit hopping between neighbours. -/
def chain (r : ℕ) : Matrix (Fin (r + 2)) (Fin (r + 2)) ℂ :=
  Matrix.of fun j k => if j.val + 1 = k.val ∨ k.val + 1 = j.val then 1 else 0
```

Let S be the diagonal matrix with the real number ε at site r+1 and zeros elsewhere. It stands for a local potential at the far end of the chain.

```lean
/-- An on-site energy `ε` on the last site of the chain. -/
def endShift (r : ℕ) (ε : ℝ) : Matrix (Fin (r + 2)) (Fin (r + 2)) ℂ :=
  Matrix.diagonal fun j => if j = Fin.last (r + 1) then (ε : ℂ) else 0
```

Both C and C + S are real and symmetric, hence Hermitian. They also agree within r hops of site 0: one hop changes the site number by one, so r hops starting from 0 reach at most site r, and S is nonzero only in row r+1. The auxiliary statement `far` proves the bound on the site number by induction along the walk. For ε ≠ 0 this gives two different matrices that satisfy all the hypotheses.

```lean
/-- The open chain, without and with the on-site energy at its end, is Hermitian, and the two
matrices agree within `r` hops of the first site. -/
theorem chain_witness (r : ℕ) (ε : ℝ) :
    (chain r).IsHermitian ∧ (chain r + endShift r ε).IsHermitian ∧
      AgreesWithin (chain r) (chain r + endShift r ε) 0 r := by
  have hC : (chain r).IsHermitian := by
    ext j k
    rw [Matrix.conjTranspose_apply]
    simp only [chain, Matrix.of_apply]
    by_cases h : j.val + 1 = k.val ∨ k.val + 1 = j.val
    · rw [if_pos h.symm, if_pos h, star_one]
    · have h' : ¬(k.val + 1 = j.val ∨ j.val + 1 = k.val) := fun t => h t.symm
      rw [if_neg h', if_neg h, star_zero]
  have hS : (endShift r ε).IsHermitian := by
    unfold Matrix.IsHermitian endShift
    rw [Matrix.diagonal_conjTranspose]
    congr 1
    funext j
    by_cases h : j = Fin.last (r + 1) <;> simp [h]
  refine ⟨hC, hC.add hS, ?_⟩
  have hop : ∀ j k, chain r j k ≠ 0 → j.val + 1 = k.val ∨ k.val + 1 = j.val := by
    intro j k hk
    by_contra h
    exact hk (by simp only [chain, Matrix.of_apply, if_neg h])
  -- each hop advances by at most one site
  have far : ∀ {a b : Fin (r + 2)} (p : (hoppingGraph (chain r)).Walk a b),
      b.val ≤ a.val + p.length := by
    intro a b p
    induction p with
    | nil => simp
    | cons h p ih =>
      rw [SimpleGraph.Walk.length_cons]
      unfold hoppingGraph at h
      rw [SimpleGraph.fromRel_adj] at h
      rcases h.2 with h | h
      · have := hop _ _ h
        omega
      · have := hop _ _ h
        omega
  rintro j ⟨p, hp⟩ k
  have hj : j ≠ Fin.last (r + 1) := by
    intro h
    have h1 := far p
    have h2 : j.val = r + 1 := by rw [h]; rfl
    have h0 : ((0 : Fin (r + 2)) : ℕ) = 0 := rfl
    omega
  simp [endShift, Matrix.diagonal_apply, hj]
```

The amplitude for reaching the far end is also needed. For m ≤ k,

(C^m)_0k = 1 if k = m, and 0 if k > m.

This holds for the identity, m = 0. For the step, let m+1 ≤ k. In

(C^(m+1))_0k = Σ_j (C^m)_0j C_jk

only the neighbours j = k−1 and j = k+1 can contribute. The second, if it exists, lies beyond m, so its amplitude vanishes. The first contributes (C^m)_0,k−1, which is 1 exactly when k = m+1. The proof isolates that single term with `Finset.sum_eq_single`.

```lean
/-- On the open chain, the `m`-th power has matrix element one between the first site and
the site `m` hops away, and zero between the first site and any site further out. -/
theorem chain_pow (r m : ℕ) : ∀ k : Fin (r + 2), m ≤ k.val →
    (chain r ^ m) 0 k = if k.val = m then 1 else 0 := by
  induction m with
  | zero =>
    intro k _
    rw [pow_zero, Matrix.one_apply]
    have e : (0 : Fin (r + 2)) = k ↔ k.val = 0 := by
      rw [Fin.ext_iff]
      exact eq_comm
    simp only [e]
  | succ m ih =>
    intro k hk
    have hlt := k.isLt
    rw [pow_succ, Matrix.mul_apply,
      Finset.sum_eq_single (⟨k.val - 1, by omega⟩ : Fin (r + 2))]
    · have h1 : chain r ⟨k.val - 1, by omega⟩ k = 1 := by
        simp only [chain, Matrix.of_apply]
        exact if_pos (Or.inl (by omega))
      rw [h1, mul_one, ih _ (by simp only; omega)]
      have e : k.val - 1 = m ↔ k.val = m + 1 := by omega
      simp only [e]
    · intro j _ hj
      have hj' : j.val ≠ k.val - 1 := fun h => hj (Fin.ext h)
      by_cases h : k.val + 1 = j.val
      · rw [ih j (by omega), if_neg (by omega), zero_mul]
      · have h0 : chain r j k = 0 := by
          simp only [chain, Matrix.of_apply]
          exact if_neg (by omega)
        rw [h0, mul_zero]
    · intro h
      exact absurd (Finset.mem_univ _) h
```

In particular (C^(r+1))_0,r+1 = 1: a single shortest path leads to the end. Inserting H = C and H' − H = S into the formula for the first deviation leaves one term,

((C + S)^(2r+3))_00 − (C^(2r+3))_00 = (C^(r+1))_0,r+1 · ε · (C^(r+1))_r+1,0 = ε.

For any ε ≠ 0, moment 2r+3 therefore distinguishes two matrices that agree within r hops. With r = 0 this is the two-site calculation from the beginning.

```lean
/-- An on-site energy `ε` at the end of the open chain of `r + 2` sites changes the moment of order
`2 r + 3` at the first site by exactly `ε`. -/
theorem moment_bound_sharp (r : ℕ) (ε : ℝ) :
    ((chain r + endShift r ε) ^ (2 * r + 3)) 0 0 - (chain r ^ (2 * r + 3)) 0 0 = (ε : ℂ) := by
  obtain ⟨hC, hC', hA⟩ := chain_witness r ε
  have amp : (chain r ^ (r + 1)) 0 (Fin.last (r + 1)) = 1 := by
    rw [chain_pow r (r + 1) (Fin.last (r + 1)) (le_of_eq rfl)]
    exact if_pos rfl
  rw [first_deviation hC hC' hA, add_sub_cancel_left, Matrix.mul_apply,
    Finset.sum_eq_single (Fin.last (r + 1))]
  · rw [pow_apply_star hC (r + 1) (Fin.last (r + 1)) 0, endShift, Matrix.mul_diagonal, amp]
    simp
  · intro j _ hj
    rw [endShift, Matrix.mul_diagonal, if_neg hj, mul_zero, zero_mul]
  · intro h
    exact absurd (Finset.mem_univ _) h

end LocalMoments
```

```lean
#print axioms LocalMoments.moment_local
#print axioms LocalMoments.polynomial_local
#print axioms LocalMoments.moment_bound_sharp
```

```
'LocalMoments.moment_local' depends on axioms: [propext, Classical.choice, Quot.sound]
'LocalMoments.polynomial_local' depends on axioms: [propext, Classical.choice, Quot.sound]
'LocalMoments.moment_bound_sharp' depends on axioms: [propext, Classical.choice, Quot.sound]
```
